# The trace of (A − B)² as squared eigenvalue differences weighted by transition probabilities

For two observables on the same finite-dimensional state space, given by Hermitian matrices A and B, `trace_sq_eq_overlap` expresses the trace of (A − B)² through their spectra and eigenvectors. It is the sum over all pairs i, j of (aᵢ − bⱼ)²|⟨uᵢ|vⱼ⟩|², where aᵢ and bⱼ are the eigenvalues and uᵢ and vⱼ the corresponding vectors of orthonormal eigenbases. The proof takes the matrix elements of A − B between the two eigenbases, which are (aᵢ − bⱼ)⟨uᵢ|vⱼ⟩, and sums their squared moduli using the preceding lemma. To find these elements it first proves, as `eig`, the eigenvalue equation for all eigenvectors at once: C times its eigenvector matrix equals that matrix times the diagonal matrix of eigenvalues.

The first attempt, which Lean rejects:

```lean
import Mathlib

open Matrix

namespace HoffmanWielandt

noncomputable section

variable {n : Type*} [Fintype n] [DecidableEq n] {A B : Matrix n n ℂ}

/-- The transition probabilities `|⟨u_i|v_j⟩|²` between the eigenvectors of `A` and of `B`. -/
def overlapWeight (hA : A.IsHermitian) (hB : B.IsHermitian) : Matrix n n ℝ :=
  Matrix.of fun i j => ‖(star (hA.eigenvectorUnitary : Matrix n n ℂ) *
    (hB.eigenvectorUnitary : Matrix n n ℂ)) i j‖ ^ 2

/-- The trace of the square of a Hermitian matrix is the sum of the squared moduli of its
matrix elements between any two orthonormal bases. -/
theorem trace_sq_eq_sum_norm_sq {P : Matrix n n ℂ} (hP : P.IsHermitian)
    (U V : Matrix.unitaryGroup n ℂ) :
    (P ^ 2).trace = ((∑ i, ∑ j,
      ‖(star (U : Matrix n n ℂ) * P * (V : Matrix n n ℂ)) i j‖ ^ 2 : ℝ) : ℂ) := by
  have hP' : star P = P := hP
  have hU : (U : Matrix n n ℂ) * star (U : Matrix n n ℂ) = 1 :=
    Matrix.mem_unitaryGroup_iff.mp U.2
  have hV : (V : Matrix n n ℂ) * star (V : Matrix n n ℂ) = 1 :=
    Matrix.mem_unitaryGroup_iff.mp V.2
  generalize (U : Matrix n n ℂ) = U at *
  generalize (V : Matrix n n ℂ) = V at *
  have key : (P ^ 2).trace = ((star U * P * V) * star (star U * P * V)).trace := by
    symm
    calc ((star U * P * V) * star (star U * P * V)).trace
        = (star U * (P * (V * star V) * P * U)).trace := by
          rw [star_mul, star_mul, star_star, hP']
          simp only [mul_assoc]
      _ = (P ^ 2).trace := by
          rw [hV, mul_one, Matrix.trace_mul_comm, mul_assoc, hU, mul_one, sq]
  rw [key]
  generalize star U * P * V = M
  simp only [Matrix.trace, Matrix.diag_apply, Matrix.mul_apply, Matrix.star_apply]
  push_cast
  refine Finset.sum_congr rfl fun i _ => Finset.sum_congr rfl fun j _ => ?_
  rw [Complex.star_def, Complex.mul_conj, Complex.normSq_eq_norm_sq, Complex.ofReal_pow]

/-- The trace of `(A - B)²` is the sum of all squared level differences, each weighted by the
transition probability between the two eigenvectors. -/
theorem trace_sq_eq_overlap (hA : A.IsHermitian) (hB : B.IsHermitian) :
    ((A - B) ^ 2).trace = ((∑ i, ∑ j, overlapWeight hA hB i j *
      (hA.eigenvalues i - hB.eigenvalues j) ^ 2 : ℝ) : ℂ) := by
  -- the eigenvalue equation, all eigenvectors at once
  have eig : ∀ {C : Matrix n n ℂ} (hC : C.IsHermitian),
      C * (hC.eigenvectorUnitary : Matrix n n ℂ) = (hC.eigenvectorUnitary : Matrix n n ℂ) *
        Matrix.diagonal (fun i => (hC.eigenvalues i : ℂ)) := by
    intro C hC
    funext i j
    have h := congrFun (hC.mulVec_eigenvectorBasis j) i
    simpa [Matrix.mul_apply, Matrix.mulVec, dotProduct, Matrix.mul_diagonal, mul_comm] using h
  have hD : star (Matrix.diagonal (fun i => (hA.eigenvalues i : ℂ))) =
      Matrix.diagonal (fun i => (hA.eigenvalues i : ℂ)) := by
    rw [Matrix.star_eq_conjTranspose, Matrix.diagonal_conjTranspose]
    congr 1
    funext i
    simp
  have hA' : star A = A := hA
  have left := congrArg star (eig hA)
  rw [star_mul, star_mul, hA', hD] at left
  rw [trace_sq_eq_sum_norm_sq (hA.sub hB) hA.eigenvectorUnitary hB.eigenvectorUnitary]
  congr 1
  refine Finset.sum_congr rfl fun i _ => Finset.sum_congr rfl fun j _ => ?_
  have hM : star (hA.eigenvectorUnitary : Matrix n n ℂ) * (A - B) *
      (hB.eigenvectorUnitary : Matrix n n ℂ) =
      Matrix.diagonal (fun i => (hA.eigenvalues i : ℂ)) *
        (star (hA.eigenvectorUnitary : Matrix n n ℂ) * (hB.eigenvectorUnitary : Matrix n n ℂ)) -
      (star (hA.eigenvectorUnitary : Matrix n n ℂ) * (hB.eigenvectorUnitary : Matrix n n ℂ)) *
        Matrix.diagonal (fun i => (hB.eigenvalues i : ℂ)) := by
    rw [mul_sub, sub_mul, left, mul_assoc _ B, eig hB]
    simp only [mul_assoc]
  rw [hM, Matrix.sub_apply, Matrix.diagonal_mul, Matrix.mul_diagonal, overlapWeight,
    Matrix.of_apply]
  generalize (star (hA.eigenvectorUnitary : Matrix n n ℂ) *
    (hB.eigenvectorUnitary : Matrix n n ℂ)) i j = w
  have hw : (hA.eigenvalues i : ℂ) * w - w * (hB.eigenvalues j : ℂ) =
      ((hA.eigenvalues i - hB.eigenvalues j : ℝ) : ℂ) * w := by
    push_cast
    ring
  rw [hw, norm_mul, Complex.norm_real, mul_pow, Real.norm_eq_abs, sq_abs, mul_comm]

end

end HoffmanWielandt
```

Messages:

```
Main.lean:56:4: error: Type mismatch: After simplification, term
  h
 has type
  ∑ x, C i x * (hC.eigenvectorBasis j).ofLp x = ↑(hC.eigenvalues j) * (hC.eigenvectorBasis j).ofLp i
but is expected to have type
  ∑ j_1, C i j_1 * (hC.eigenvectorBasis j).ofLp j_1 =
    ∑ j_1, (hC.eigenvectorBasis j_1).ofLp i * diagonal (fun i => ↑(hC.eigenvalues i)) j_1 j
```

The error is in `eig`, where `simpa` has to match the eigenvalue equation `h` for one eigenvector with the (i, j) entry of the matrix equation. The left sides agree up to the name of the summation index. On the right, `h` has a single product, eigenvalue times eigenvector component, while the goal still has a sum over the entries of a diagonal matrix.

Two of the lemmas given to `simpa` apply to that entry of the goal. `Matrix.mul_diagonal` would turn it into a single product, but `Matrix.mul_apply` expanded it into a sum first. After that `Matrix.mul_diagonal` had no matrix product left to match, and nothing else in the call evaluated the sum.

The repair fixes the order with `rw`. `Matrix.mul_diagonal` first reduces the right side to one product, and `Matrix.mul_apply` then expands the only matrix product left, the one on the left side. `simpa` can now match the goal with `h`. Dropping the two lemmas from its list is mere tidying, since their work is already done.

As a diff, the version that Lean accepts:

```diff
@@ -54,5 +54,6 @@
     funext i j
     have h := congrFun (hC.mulVec_eigenvectorBasis j) i
-    simpa [Matrix.mul_apply, Matrix.mulVec, dotProduct, Matrix.mul_diagonal, mul_comm] using h
+    rw [Matrix.mul_diagonal, Matrix.mul_apply]
+    simpa [Matrix.mulVec, dotProduct, mul_comm] using h
   have hD : star (Matrix.diagonal (fun i => (hA.eigenvalues i : ℂ))) =
       Matrix.diagonal (fun i => (hA.eigenvalues i : ℂ)) := by
```
